# Zero-point frequency of two unit masses at a force-free curve of their potential: $\omega^2=(1+f'^2)\,V_{yy}$

## A potential that need only be smooth near one configuration

The potential $V(x,y)$ is taken as a real function on the whole plane, but everything assumed about it concerns a neighbourhood of one point $(x,f(x))$. The reason is physical: a Coulomb repulsion between particles at $x$ and $y$ diverges at $x=y$, and a demand for smoothness everywhere would exclude it. With local assumptions, the singularity does no harm as long as the configuration under study stays away from it.

## Two particles that move in step

Let $x$ and $y$ be the positions of two particles of unit mass on a line. In the strong-coupling limit of density functional theory, the repulsion dominates the kinetic energy and the particles become strictly correlated: if one is at $x$, the other is at $y=f(x)$. Here $V$ is the repulsion plus the external potential that keeps the density at its prescribed form. The pair can sit anywhere on this curve without feeling a net force, so both components of $\nabla V$ vanish along it.

The next correction comes from small quantum oscillations about the curve. Their squared frequencies are the eigenvalues of the Hessian of $V$. One is zero, for motion along the curve. The other, $\omega^2$, gives the local zero-point energy $\omega/2$ (with $\hbar=1$), which enters the zero-point term of the strong-coupling expansion, here for two particles in one dimension with a given curve $f$.

## What is assumed and what follows

Write $m=f'(x)$, $V_{xy}=\partial_y(\partial_xV)$ and $V_{yx}=\partial_x(\partial_yV)$, with all second derivatives taken at $(x,f(x))$. In Lean, `partialX` and `partialY` are ordinary one-variable derivatives with the other coordinate held fixed, and `hessian` has rows $(V_{xx},V_{xy})$ and $(V_{yx},V_{yy})$. There are three hypotheses:

- `ContDiffAt ℝ 2 V (x, f x)`: $V$ is twice continuously differentiable at the point.
- `HasDerivAt f m x`: the curve has slope $m$ at $x$. Differentiability of $f$ elsewhere is not required.
- `StationaryAlong V f x`: both partial derivatives of $V$ vanish at $(t,f(t))$ for all $t$ near $x$. This is the force balance of the strictly correlated pair. It is assumed, not derived from a density or a minimisation.

The theorem `zero_point_frequency_sq` then states three things. The Hessian sends the tangent $(1,m)$ to zero. It multiplies the normal $(-m,1)$ by $(1+m^2)V_{yy}$. Its characteristic polynomial is $\mu\,(\mu-(1+m^2)V_{yy})$, so these are all the eigenvalues, with multiplicity.

The sign of $V_{yy}$ is left open. If the curve consists of minima, then $V_{yy}\ge 0$ and the eigenvalue is indeed the square of a real frequency; at a force-free ridge it can be negative.

## Differentiating the force balance

Near $x$, the functions $t\mapsto V_x(t,f(t))$ and $t\mapsto V_y(t,f(t))$ are identically zero, so their derivatives at $x$ vanish. By the chain rule,

$$V_{xx}+m\,V_{xy}=0,\qquad V_{yx}+m\,V_{yy}=0 .$$

Since $V$ is twice continuously differentiable, $V_{xy}=V_{yx}$. The second equation gives $V_{xy}=-m\,V_{yy}$, and the first then gives $V_{xx}=m^2V_{yy}$. Hence

$$H=V_{yy}\begin{pmatrix}m^2&-m\\-m&1\end{pmatrix}=V_{yy}\,uu^{T},\qquad u=\begin{pmatrix}-m\\1\end{pmatrix}.$$

The tangent is orthogonal to $u$, so $H(1,m)^T=0$. Also $Hu=V_{yy}\,(u^Tu)\,u=(1+m^2)V_{yy}\,u$. The trace of $H$ is $(1+m^2)V_{yy}$ and its determinant is zero, which gives the characteristic polynomial.

For a displacement $(a,b)$ from the curve, the quadratic form is

$$(a,b)\,H\,(a,b)^T=V_{yy}\,(b-ma)^2 ,$$

which is the theorem `harmonic_energy`. To second order, the energy differs from its value on the curve by half of this. A displacement of length $s$ along the unit normal $u/\sqrt{1+m^2}$ has $b-ma=s\sqrt{1+m^2}$, so it changes the energy by $\tfrac12\omega^2s^2$.

## The frequency from the interaction and the slope of the curve

Now let $V(x,y)=v(x)+v(y)+w(x-y)$, with a common external potential $v$ and an interaction $w$. Then $V_y=v'(y)-w'(x-y)$ and $V_{yx}=-w''(x-y)$. The second force equation becomes

$$w''(x-f(x))=m\,V_{yy}.$$

If $m\neq0$, we can solve for $V_{yy}$ and obtain

$$\omega^2=(1+m^2)\,\frac{w''(x-f(x))}{m}=\Big(m+\frac1m\Big)\,w''(x-f(x)).$$

The external potential has dropped out; it acts only through the curve. This is `pair_frequency_sq`, which states the eigenvalue equation for the normal. It requires $v$ to be twice continuously differentiable at $x$ and at $f(x)$, and $w$ at the separation $x-f(x)$. For a Coulomb interaction this means $f(x)\neq x$. If $m=0$, the force equation says only that $w''=0$ and leaves $V_{yy}$ undetermined.

## Force balance at a single point is too little

Suppose the gradient vanishes at $(x,f(x))$ but not at neighbouring points of the curve. Take $V(x,y)=\tfrac12(x^2+y^2)$, $f(t)=t$ and the point $x=0$. The gradient vanishes at the origin, but at $(t,t)$ it equals $(t,t)$. The Hessian is the identity matrix, so the tangent $(1,1)$ is not annihilated, and the normal $(-1,1)$ has eigenvalue $1$, whereas $(1+m^2)V_{yy}=2$. The smoothness of $V$ and $f$ is intact here; what is missing is the valley.

## The Lean file

```lean
import Mathlib

open Matrix Filter Topology

namespace StrongCouplingZeroPoint

noncomputable section

/-- The partial derivative of a function of two coordinates in the first coordinate. -/
def partialX (V : ℝ × ℝ → ℝ) (p : ℝ × ℝ) : ℝ := deriv (fun t => V (t, p.2)) p.1

/-- The partial derivative of a function of two coordinates in the second coordinate. -/
def partialY (V : ℝ × ℝ → ℝ) (p : ℝ × ℝ) : ℝ := deriv (fun t => V (p.1, t)) p.2

/-- The Hessian matrix of second partial derivatives of the potential. -/
def hessian (V : ℝ × ℝ → ℝ) (p : ℝ × ℝ) : Matrix (Fin 2) (Fin 2) ℝ :=
  !![partialX (partialX V) p, partialY (partialX V) p;
     partialX (partialY V) p, partialY (partialY V) p]

/-- Both components of the gradient of `V` vanish on the curve `y = f t` for `t` near `x`. -/
def StationaryAlong (V : ℝ × ℝ → ℝ) (f : ℝ → ℝ) (x : ℝ) : Prop :=
  ∀ᶠ t in 𝓝 x, partialX V (t, f t) = 0 ∧ partialY V (t, f t) = 0

/-- Chain rule: the rate of change of `G` along the curve `y = f t` is `G_x + f' G_y`. -/
theorem hasDerivAt_along {G : ℝ × ℝ → ℝ} {f : ℝ → ℝ} {x m : ℝ}
    (hG : DifferentiableAt ℝ G (x, f x)) (hf : HasDerivAt f m x) :
    HasDerivAt (fun t => G (t, f t))
      (partialX G (x, f x) + m * partialY G (x, f x)) x := by
  have hX : partialX G (x, f x) = fderiv ℝ G (x, f x) (1, 0) :=
    (HasFDerivAt.comp_hasDerivAt (f := fun t : ℝ => (t, f x)) x hG.hasFDerivAt
      ((hasDerivAt_id' x).prodMk (hasDerivAt_const x (f x)))).deriv
  have hY : partialY G (x, f x) = fderiv ℝ G (x, f x) (0, 1) :=
    (HasFDerivAt.comp_hasDerivAt (f := fun t : ℝ => (x, t)) (f x) hG.hasFDerivAt
      ((hasDerivAt_const (f x) x).prodMk (hasDerivAt_id' (f x)))).deriv
  have hc := HasFDerivAt.comp_hasDerivAt (f := fun t : ℝ => (t, f t)) x hG.hasFDerivAt
    ((hasDerivAt_id' x).prodMk hf)
  -- split the tangent vector into its two coordinate directions
  have hv : ((1 : ℝ), m) = (1, 0) + m • ((0 : ℝ), (1 : ℝ)) := by
    ext <;> simp
  rw [hv, map_add, map_smul, smul_eq_mul, ← hX, ← hY] at hc
  exact hc

/-- For a twice continuously differentiable potential both first partial derivatives are
differentiable, and the mixed second derivatives agree. -/
theorem partials_regular {V : ℝ × ℝ → ℝ} {p : ℝ × ℝ} (hV : ContDiffAt ℝ 2 V p) :
    DifferentiableAt ℝ (partialX V) p ∧ DifferentiableAt ℝ (partialY V) p ∧
      partialY (partialX V) p = partialX (partialY V) p := by
  have toX : ∀ (G : ℝ × ℝ → ℝ) (q : ℝ × ℝ), DifferentiableAt ℝ G q →
      partialX G q = fderiv ℝ G q (1, 0) := fun G q h =>
    (HasFDerivAt.comp_hasDerivAt (f := fun t : ℝ => (t, q.2)) q.1 h.hasFDerivAt
      ((hasDerivAt_id' q.1).prodMk (hasDerivAt_const q.1 q.2))).deriv
  have toY : ∀ (G : ℝ × ℝ → ℝ) (q : ℝ × ℝ), DifferentiableAt ℝ G q →
      partialY G q = fderiv ℝ G q (0, 1) := fun G q h =>
    (HasFDerivAt.comp_hasDerivAt (f := fun t : ℝ => (q.1, t)) q.2 h.hasFDerivAt
      ((hasDerivAt_const q.2 q.1).prodMk (hasDerivAt_id' q.2))).deriv
  have hev : ∀ᶠ q in 𝓝 p, DifferentiableAt ℝ V q :=
    (hV.eventually (by simp)).mono fun q hq => hq.differentiableAt (by norm_num)
  have hd : DifferentiableAt ℝ (fderiv ℝ V) p :=
    (hV.fderiv_right (m := 1) (by norm_num)).differentiableAt (by norm_num)
  have eX : partialX V =ᶠ[𝓝 p] fun q => fderiv ℝ V q (1, 0) := hev.mono fun q hq => toX V q hq
  have eY : partialY V =ᶠ[𝓝 p] fun q => fderiv ℝ V q (0, 1) := hev.mono fun q hq => toY V q hq
  have dX : DifferentiableAt ℝ (partialX V) p :=
    (hd.clm_apply (differentiableAt_const _)).congr_of_eventuallyEq eX
  have dY : DifferentiableAt ℝ (partialY V) p :=
    (hd.clm_apply (differentiableAt_const _)).congr_of_eventuallyEq eY
  have key : ∀ u v : ℝ × ℝ,
      fderiv ℝ (fun q => fderiv ℝ V q u) p v = fderiv ℝ (fderiv ℝ V) p v u := by
    intro u v
    rw [fderiv_clm_apply hd (differentiableAt_const u)]
    simp
  refine ⟨dX, dY, ?_⟩
  -- symmetry of the second derivative
  rw [toY _ p dX, toX _ p dY, eX.fderiv_eq, eY.fderiv_eq, key, key]
  exact (hV.isSymmSndFDerivAt (by simp)) _ _

/-- Differentiating the two vanishing partial derivatives of `V` along a force-free curve gives
`V_xx + f' V_xy = 0` and `V_yx + f' V_yy = 0`. -/
theorem force_balance_derivative {V : ℝ × ℝ → ℝ} {f : ℝ → ℝ} {x m : ℝ}
    (hV : ContDiffAt ℝ 2 V (x, f x)) (hf : HasDerivAt f m x) (hs : StationaryAlong V f x) :
    partialX (partialX V) (x, f x) + m * partialY (partialX V) (x, f x) = 0 ∧
      partialX (partialY V) (x, f x) + m * partialY (partialY V) (x, f x) = 0 := by
  obtain ⟨dX, dY, -⟩ := partials_regular hV
  exact ⟨(hasDerivAt_along dX hf).unique
      ((hasDerivAt_const x (0 : ℝ)).congr_of_eventuallyEq (hs.mono fun t ht => ht.1)),
    (hasDerivAt_along dY hf).unique
      ((hasDerivAt_const x (0 : ℝ)).congr_of_eventuallyEq (hs.mono fun t ht => ht.2))⟩

/-- On a force-free curve every entry of the Hessian is fixed by the slope `m` and by `V_yy`. -/
theorem hessian_on_curve {V : ℝ × ℝ → ℝ} {f : ℝ → ℝ} {x m : ℝ}
    (hV : ContDiffAt ℝ 2 V (x, f x)) (hf : HasDerivAt f m x) (hs : StationaryAlong V f x) :
    hessian V (x, f x) =
      !![partialY (partialY V) (x, f x) * m ^ 2, -(partialY (partialY V) (x, f x) * m);
         -(partialY (partialY V) (x, f x) * m), partialY (partialY V) (x, f x)] := by
  obtain ⟨h1, h2⟩ := force_balance_derivative hV hf hs
  have h3 := (partials_regular hV).2.2
  have hC : partialX (partialY V) (x, f x) = -(partialY (partialY V) (x, f x) * m) := by
    linear_combination h2
  have hA : partialX (partialX V) (x, f x) = partialY (partialY V) (x, f x) * m ^ 2 := by
    linear_combination h1 - m * h3 - m * h2
  rw [hessian, h3, hA, hC]

/-- A two-by-two matrix acting on a vector, written out in components. -/
private theorem mulVec_two (a b c d u v : ℝ) :
    !![a, b; c, d] *ᵥ ![u, v] = ![a * u + b * v, c * u + d * v] := by
  ext i
  fin_cases i <;> simp [Matrix.mulVec, dotProduct, Fin.sum_univ_two]

/-- On a force-free curve the Hessian annihilates the tangent `(1, f')`, the normal `(-f', 1)` is an
eigenvector with eigenvalue `(1 + f'^2) V_yy`, and the characteristic polynomial has exactly zero
and this value as its roots, counted with multiplicity. -/
theorem zero_point_frequency_sq {V : ℝ × ℝ → ℝ} {f : ℝ → ℝ} {x m : ℝ}
    (hV : ContDiffAt ℝ 2 V (x, f x)) (hf : HasDerivAt f m x) (hs : StationaryAlong V f x) :
    hessian V (x, f x) *ᵥ ![1, m] = 0 ∧
    hessian V (x, f x) *ᵥ ![-m, 1] =
      ((1 + m ^ 2) * partialY (partialY V) (x, f x)) • ![-m, 1] ∧
    ∀ μ : ℝ, (μ • (1 : Matrix (Fin 2) (Fin 2) ℝ) - hessian V (x, f x)).det =
      μ * (μ - (1 + m ^ 2) * partialY (partialY V) (x, f x)) := by
  rw [hessian_on_curve hV hf hs]
  generalize partialY (partialY V) (x, f x) = d
  refine ⟨?_, ?_, fun μ => ?_⟩
  · rw [mulVec_two]
    ext i
    fin_cases i
    · show d * m ^ 2 * 1 + -(d * m) * m = 0
      ring
    · show -(d * m) * 1 + d * m = 0
      ring
  · rw [mulVec_two]
    ext i
    fin_cases i
    · show d * m ^ 2 * (-m) + -(d * m) * 1 = (1 + m ^ 2) * d * (-m)
      ring
    · show -(d * m) * (-m) + d * 1 = (1 + m ^ 2) * d * 1
      ring
  · rw [Matrix.det_fin_two]
    simp
    ring

/-- The Hessian quadratic form of a displacement `(a, b)` from a force-free curve is `V_yy (b - f'
a)^2`. -/
theorem harmonic_energy {V : ℝ × ℝ → ℝ} {f : ℝ → ℝ} {x m : ℝ}
    (hV : ContDiffAt ℝ 2 V (x, f x)) (hf : HasDerivAt f m x) (hs : StationaryAlong V f x)
    (a b : ℝ) :
    ![a, b] ⬝ᵥ (hessian V (x, f x) *ᵥ ![a, b]) =
      partialY (partialY V) (x, f x) * (b - m * a) ^ 2 := by
  rw [hessian_on_curve hV hf hs, mulVec_two]
  simp only [dotProduct, Fin.sum_univ_two, Matrix.cons_val_zero, Matrix.cons_val_one]
  ring

/-- Two particles on a line in a common external potential `v` with interaction `w (x - y)`. -/
def pairPotential (v w : ℝ → ℝ) : ℝ × ℝ → ℝ := fun p => v p.1 + v p.2 + w (p.1 - p.2)

/-- For two interacting particles and a force-free curve of nonzero slope `m`, the normal is an
eigenvector of the Hessian with eigenvalue `(m + 1/m) w''`, taken at the separation `x - f x`. -/
theorem pair_frequency_sq {v w f : ℝ → ℝ} {x m : ℝ}
    (hvx : ContDiffAt ℝ 2 v x) (hvy : ContDiffAt ℝ 2 v (f x))
    (hw : ContDiffAt ℝ 2 w (x - f x)) (hf : HasDerivAt f m x) (hm : m ≠ 0)
    (hs : StationaryAlong (pairPotential v w) f x) :
    hessian (pairPotential v w) (x, f x) *ᵥ ![-m, 1] =
      ((m + 1 / m) * deriv (deriv w) (x - f x)) • ![-m, 1] := by
  have hV : ContDiffAt ℝ 2 (pairPotential v w) (x, f x) :=
    ((ContDiffAt.comp (f := Prod.fst) (g := v) (x, f x) hvx contDiffAt_fst).add
      (ContDiffAt.comp (f := Prod.snd) (g := v) (x, f x) hvy contDiffAt_snd)).add
      (ContDiffAt.comp (f := fun q : ℝ × ℝ => q.1 - q.2) (g := w) (x, f x) hw
        (contDiffAt_fst.sub contDiffAt_snd))
  -- the mixed derivative comes from the interaction alone
  have hmix : partialX (partialY (pairPotential v w)) (x, f x) =
      -deriv (deriv w) (x - f x) := by
    have hcont : Tendsto (fun t : ℝ => t - f x) (𝓝 x) (𝓝 (x - f x)) :=
      (continuous_id.sub continuous_const).tendsto x
    have hev : (fun t => partialY (pairPotential v w) (t, f x)) =ᶠ[𝓝 x]
        fun t => deriv v (f x) - deriv w (t - f x) := by
      filter_upwards [hcont.eventually (hw.eventually (by simp))] with t ht
      have h1 : HasDerivAt v (deriv v (f x)) (f x) :=
        (hvy.differentiableAt (by norm_num)).hasDerivAt
      have h2 : HasDerivAt w (deriv w (t - f x)) (t - f x) :=
        (ht.differentiableAt (by norm_num)).hasDerivAt
      have h3 : HasDerivAt (fun s => v t + v s + w (t - s))
          (deriv v (f x) + -deriv w (t - f x)) (f x) :=
        (h1.const_add (v t)).fun_add (h2.comp_const_sub t (f x))
      rw [sub_eq_add_neg]
      exact h3.deriv
    have h4 := hev.deriv_eq
    rw [deriv_const_sub, deriv_comp_sub_const] at h4
    exact h4
  have hrow := (force_balance_derivative hV hf hs).2
  have hww : deriv (deriv w) (x - f x) =
      m * partialY (partialY (pairPotential v w)) (x, f x) := by
    linear_combination hmix - hrow
  have hval : (m + 1 / m) * deriv (deriv w) (x - f x) =
      (1 + m ^ 2) * partialY (partialY (pairPotential v w)) (x, f x) := by
    rw [hww]
    have hinv : 1 / m * m = 1 := by field_simp
    linear_combination partialY (partialY (pairPotential v w)) (x, f x) * hinv
  rw [hval]
  exact (zero_point_frequency_sq hV hf hs).2.1

end

end StrongCouplingZeroPoint
```

```lean
#print axioms StrongCouplingZeroPoint.zero_point_frequency_sq
#print axioms StrongCouplingZeroPoint.harmonic_energy
#print axioms StrongCouplingZeroPoint.pair_frequency_sq
```

```
'StrongCouplingZeroPoint.zero_point_frequency_sq' depends on axioms: [propext, Classical.choice, Quot.sound]
'StrongCouplingZeroPoint.harmonic_energy' depends on axioms: [propext, Classical.choice, Quot.sound]
'StrongCouplingZeroPoint.pair_frequency_sq' depends on axioms: [propext, Classical.choice, Quot.sound]
```

## How the proof follows the derivation

**Chain rule.** `hasDerivAt_along` treats a general function $G$ that is differentiable at the point. It first identifies the two partial derivatives with the total derivative of $G$ applied to $(1,0)$ and $(0,1)$. The curve $t\mapsto(t,f(t))$ has tangent $(1,m)=(1,0)+m(0,1)$, and linearity of the total derivative gives $G_x+m\,G_y$.

**Regularity.** To use this with $G=V_x$ and $G=V_y$, both must be differentiable. `partials_regular` shows that near the point they agree with the total derivative of $V$ applied to a fixed direction, and that this derivative is itself differentiable. The equality of the mixed partials comes from Mathlib's symmetry of the second derivative, `isSymmSndFDerivAt`.

**The two force equations.** In `force_balance_derivative`, the derivative at $x$ of each of $V_x$ and $V_y$ along the curve is found in two ways: it is the chain-rule expression, and it is zero, because the function vanishes near $x$. Uniqueness of the derivative equates them. This is where stationarity on a whole neighbourhood is used.

**The matrix.** `hessian_on_curve` solves for $V_{yx}$ and $V_{xx}$. Each `linear_combination` names the multiples of the known equations that add up to the desired one, which is the elimination done above.

**The spectrum.** The main theorem inserts this matrix and replaces $V_{yy}$ by a plain real number `d`. What remains is polynomial algebra in `d`, `m` and `μ`: `mulVec_two` writes out the matrix–vector products, `Matrix.det_fin_two` expands the determinant, and `ring` closes the identities. `harmonic_energy` is proved in the same way.

**The pair potential.** `pair_frequency_sq` first derives the smoothness of $V$ from that of $v$ and $w$. The step `hmix` computes $V_{yx}=-w''$: for $t$ near $x$, the partial derivative $V_y$ at $(t,f(x))$ is $v'(f(x))-w'(t-f(x))$, and only the second term depends on $t$. Combined with the second force equation, this gives `hww`, which is $w''=m\,V_{yy}$. The step `hval` uses $m\neq0$ to rewrite the eigenvalue, and the general theorem supplies the eigenvector equation.
